# For an angular momentum $L$, the operator $K=\sigma\cdot L+1$ satisfies $K(K-1)=L^2$ and $J^2=K^2-\tfrac14$

The orbital angular momentum is modelled here by three elements $L_0,L_1,L_2$ of an arbitrary associative complex algebra $A$, about which only the commutation relations are assumed. The indices $0,1,2$ stand for $x,y,z$, and $\hbar=1$. Spin-½ enters through $2\times2$ matrices with entries in $A$, where $\sigma_i$ are the Pauli matrices and $J_i=L_i+\tfrac12\sigma_i$ is the total angular momentum.

This covers the differential operators $-i\,\mathbf r\times\nabla$ on smooth functions as well as finite matrices. Since there is no inner product, nothing is said about hermiticity, normalisation or completeness, and no spherical spinors are constructed. The quantum number $\kappa$ of a Dirac orbital in a central potential comes from $K$: in the standard representation, the two upper components form an eigenvector of $K$ with eigenvalue $-\kappa$, and the two lower components one with eigenvalue $+\kappa$.

In Lean 4 with Mathlib:

```lean
import Mathlib

open Complex

namespace SpinorHarmonics

noncomputable section
```

## Orbital operators and spin matrices

The assumption on $L$ is $[L_i,L_j]=i\,\varepsilon_{ijk}L_k$, with $\varepsilon_{012}=1$ and summation over $k$. It expresses that the $L_i$ generate rotations. Three cyclic equations contain all of it, because the remaining commutators follow by antisymmetry. The definition applies to any complex algebra, so it can later be used for $J$ too.

```lean
/-- The commutation relations `[L_i, L_j] = i ε_ijk L_k` of an angular momentum. -/
structure IsAngularMomentum {R : Type*} [Ring R] [Algebra ℂ R] (L : Fin 3 → R) : Prop where
  xy : L 0 * L 1 - L 1 * L 0 = I • L 2
  yz : L 1 * L 2 - L 2 * L 1 = I • L 0
  zx : L 2 * L 0 - L 0 * L 2 = I • L 1
```

The square of a vector operator is $V^2=\sum_i V_iV_i$, with no assumption that the components commute.

```lean
/-- The square `V² = V_x² + V_y² + V_z²` of a vector operator. -/
def square {R : Type*} [Ring R] (V : Fin 3 → R) : R := ∑ i, V i * V i
```

The Pauli matrices have their usual form, with $\sigma_2$ diagonal in this numbering.

```lean
/-- The three Pauli matrices. -/
def sigma : Fin 3 → Matrix (Fin 2) (Fin 2) ℂ :=
  ![!![0, 1; 1, 0], !![0, -I; I, 0], !![1, 0; 0, -1]]
```

To multiply $\sigma_i$ by operators, each complex entry $c$ is read as the element $c\cdot1$ of $A$. The result is `pauli A i`.

```lean
variable {A : Type*} [Ring A] [Algebra ℂ A]

variable (A) in
/-- The Pauli matrices, read as 2×2 matrices over the operator algebra `A`. -/
def pauli (i : Fin 3) : Matrix (Fin 2) (Fin 2) A :=
  (Algebra.ofId ℂ A).mapMatrix (sigma i)
```

The operator $L_i$ acts alike on both spinor components, so it becomes the matrix with $L_i$ twice on the diagonal. In the formulas below, $L_i$ and $L^2$ inside the matrix algebra mean `orbital L i` and `square (orbital L)`.

```lean
/-- The orbital operator `L_i`, acting alike on both spinor components. -/
def orbital (L : Fin 3 → A) (i : Fin 3) : Matrix (Fin 2) (Fin 2) A :=
  Matrix.scalar (Fin 2) (L i)
```

The spin-orbit operator is $\sigma\cdot L=\sum_i\sigma_iL_i$.

```lean
/-- The spin-orbit operator `σ·L`. -/
def spinOrbit (L : Fin 3 → A) : Matrix (Fin 2) (Fin 2) A :=
  ∑ i, pauli A i * orbital L i
```

Adding the identity gives $K=\sigma\cdot L+1$.

```lean
/-- The operator `K = σ·L + 1`. -/
def opK (L : Fin 3 → A) : Matrix (Fin 2) (Fin 2) A := spinOrbit L + 1
```

The total angular momentum carries the factor ½ that turns Pauli matrices into spin operators.

```lean
/-- The total angular momentum `J = L + σ/2`. -/
def totalJ (L : Fin 3 → A) (i : Fin 3) : Matrix (Fin 2) (Fin 2) A :=
  orbital L i + (1 / 2 : ℂ) • pauli A i
```

## Products of Pauli matrices

The spin algebra is $\sigma_i\sigma_j=\delta_{ij}+i\,\varepsilon_{ijk}\sigma_k$. Its diagonal part is $\sigma_i^2=1$, checked entry by entry over the complex numbers and then carried over to $A$.

```lean
private lemma pauli_sq (i : Fin 3) : pauli A i * pauli A i = 1 := by
  have h : sigma i * sigma i = 1 := by
    fin_cases i <;> ext a b <;> fin_cases a <;> fin_cases b <;> simp [sigma]
  rw [pauli, ← map_mul, h, map_one]
```

The off-diagonal part is $\sigma_0\sigma_1=i\sigma_2=-\sigma_1\sigma_0$ and its cyclic versions, six equations in all.

```lean
private lemma pauli_mul :
    pauli A 0 * pauli A 1 = I • pauli A 2 ∧ pauli A 1 * pauli A 0 = -(I • pauli A 2) ∧
    pauli A 1 * pauli A 2 = I • pauli A 0 ∧ pauli A 2 * pauli A 1 = -(I • pauli A 0) ∧
    pauli A 2 * pauli A 0 = I • pauli A 1 ∧ pauli A 0 * pauli A 2 = -(I • pauli A 1) := by
  simp only [pauli, ← map_mul, ← map_smul, ← map_neg]
  refine ⟨congrArg _ ?_, congrArg _ ?_, congrArg _ ?_, congrArg _ ?_, congrArg _ ?_,
    congrArg _ ?_⟩ <;> ext a b <;> fin_cases a <;> fin_cases b <;> simp [sigma]
```

Orbital and spin operators commute, $L_i\sigma_j=\sigma_jL_i$, because the entries of $\sigma_j$ are complex numbers and these commute with every element of $A$.

```lean
private lemma orbital_pauli (L : Fin 3 → A) (i j : Fin 3) :
    orbital L i * pauli A j = pauli A j * orbital L i := by
  ext a b
  simp only [orbital, pauli, Matrix.scalar_apply, Matrix.diagonal_mul, Matrix.mul_diagonal,
    AlgHom.mapMatrix_apply, Matrix.map_apply, Algebra.ofId_apply]
  exact (Algebra.commutes _ _).symm
```

Placing $L_i$ on the diagonal preserves sums, products and complex multiples, so the commutation relations survive the step from $A$ to the matrices.

```lean
private lemma orbital_isAngularMomentum {L : Fin 3 → A} (h : IsAngularMomentum L) :
    IsAngularMomentum (orbital L) := by
  have hs (x : A) : Matrix.scalar (Fin 2) (I • x) = I • Matrix.scalar (Fin 2) x := by
    ext a b
    fin_cases a <;> fin_cases b <;> simp [Matrix.scalar_apply]
  constructor <;> simp only [orbital, ← map_mul, ← map_sub, ← hs]
  · rw [h.xy]
  · rw [h.yz]
  · rw [h.zx]
```

## The square commutes with the components

Let $S=a^2+b^2+c^2$ with $[a,b]=ic$ and $[c,a]=ib$. Then

$$[S,a]=[b^2,a]+[c^2,a]=-\bigl(b[a,b]+[a,b]b\bigr)+\bigl(c[c,a]+[c,a]c\bigr)=-i(bc+cb)+i(cb+bc)=0.$$

The first rearrangement uses no commutation rule and is left to `noncomm_ring`. The two commutators are then inserted and the terms cancel.

```lean
private lemma casimir_aux {R : Type*} [Ring R] [Algebra ℂ R] {S a b c : R}
    (hS : S = a * a + b * b + c * c) (hab : a * b - b * a = I • c)
    (hca : c * a - a * c = I • b) : Commute S a := by
  have e : S * a - a * S = -(b * (a * b - b * a) + (a * b - b * a) * b)
      + (c * (c * a - a * c) + (c * a - a * c) * c) := by
    rw [hS]; noncomm_ring
  rw [hab, hca] at e
  simp only [mul_smul_comm, smul_mul_assoc] at e
  exact sub_eq_zero.mp (e.trans (by abel))
```

Cyclic relabelling gives $[L^2,L_i]=0$ for all three components.

```lean
/-- The square of an angular momentum commutes with each of its components. -/
theorem square_commute {R : Type*} [Ring R] [Algebra ℂ R] {L : Fin 3 → R}
    (h : IsAngularMomentum L) (i : Fin 3) : Commute (square L) (L i) := by
  have s : square L = L 0 * L 0 + L 1 * L 1 + L 2 * L 2 := Fin.sum_univ_three _
  fin_cases i
  · exact casimir_aux s h.xy h.zx
  · change Commute (square L) (L 1)
    exact casimir_aux (s.trans (by abel)) h.yz h.xy
  · change Commute (square L) (L 2)
    exact casimir_aux (s.trans (by abel)) h.zx h.yz
```

## $J$ is an angular momentum

The mixed commutators vanish, so the orbital and spin parts add:

$$[J_i,J_j]=[L_i,L_j]+\tfrac14[\sigma_i,\sigma_j]=i\varepsilon_{ijk}L_k+\tfrac14\,2i\varepsilon_{ijk}\sigma_k=i\varepsilon_{ijk}J_k.$$

The auxiliary statement `key` does this for one pair of indices and is used three times.

```lean
/-- If `L` is an angular momentum, so is `J = L + σ/2`. -/
theorem totalJ_isAngularMomentum {L : Fin 3 → A} (h : IsAngularMomentum L) :
    IsAngularMomentum (totalJ L) := by
  have ho := orbital_isAngularMomentum h
  obtain ⟨p01, p10, p12, p21, p20, p02⟩ := pauli_mul (A := A)
  -- orbital and spin parts commute, so their commutators simply add
  have key {i j k : Fin 3} (hL : orbital L i * orbital L j - orbital L j * orbital L i
      = I • orbital L k) (h1 : pauli A i * pauli A j = I • pauli A k)
      (h2 : pauli A j * pauli A i = -(I • pauli A k)) :
      totalJ L i * totalJ L j - totalJ L j * totalJ L i = I • totalJ L k := by
    simp only [totalJ, mul_add, add_mul, smul_mul_assoc, mul_smul_comm, h1, h2, orbital_pauli]
    linear_combination (norm := module) hL
  exact ⟨key ho.xy p01 p10, key ho.yz p12 p21, key ho.zx p20 p02⟩
```

## The identity $K(K-1)=L^2$

Since $L_i$ passes through $\sigma_j$,

$$(\sigma\cdot L)^2=\sum_{i,j}\sigma_i\sigma_jL_iL_j=L^2+i\sum_{i,j,k}\varepsilon_{ijk}\sigma_kL_iL_j.$$

For $k=2$ the last sum contains $L_0L_1-L_1L_0=iL_2$, and the other two values are cyclic. The second term is therefore $i\cdot i\,\sigma\cdot L=-\sigma\cdot L$, and

$$(\sigma\cdot L)^2=L^2-\sigma\cdot L,\qquad K(K-1)=(\sigma\cdot L+1)\,\sigma\cdot L=L^2.$$

In the code, `hm` moves $L_i$ past $\sigma_j$, and `hD` is the formula for the square. There the commutation relations are used to rewrite $L_0L_1$ as $iL_2+L_1L_0$, and cyclically, after which `module` compares coefficients.

```lean
/-- For an angular momentum `L`, the operator `K = σ·L + 1` satisfies `K(K - 1) = L²`. -/
theorem opK_mul_sub_one {L : Fin 3 → A} (h : IsAngularMomentum L) :
    opK L * (opK L - 1) = square (orbital L) := by
  have ho := orbital_isAngularMomentum h
  obtain ⟨p01, p10, p12, p21, p20, p02⟩ := pauli_mul (A := A)
  have hm (i j : Fin 3) : pauli A i * orbital L i * (pauli A j * orbital L j)
      = pauli A i * pauli A j * (orbital L i * orbital L j) := by
    rw [mul_assoc, ← mul_assoc (orbital L i), orbital_pauli]
    simp only [mul_assoc]
  -- the antisymmetric part of the Pauli products meets the commutators of `L`
  have hD : spinOrbit L * spinOrbit L = square (orbital L) - spinOrbit L := by
    simp only [spinOrbit, square, Fin.sum_univ_three, add_mul, mul_add, hm, pauli_sq,
      p01, p10, p12, p21, p20, p02, one_mul, neg_mul, smul_mul_assoc,
      sub_eq_iff_eq_add.mp ho.xy, sub_eq_iff_eq_add.mp ho.yz, sub_eq_iff_eq_add.mp ho.zx,
      mul_smul_comm, smul_smul, I_mul_I]
    module
  rw [opK, add_sub_cancel_right, add_mul, one_mul, hD, sub_add_cancel]
```

On a nonzero vector with $L^2=l(l+1)$ and $K=-\kappa$ this identity reads $\kappa(\kappa+1)=l(l+1)$, whose roots are $\kappa=l$ and $\kappa=-(l+1)$; this corollary is not stated in the code. For $l=0$ and hermitian $L_i$ only $\kappa=-1$ occurs, because $L^2\psi=0$ then forces $L_i\psi=0$ for every $i$, and so $K\psi=\psi$.

## The identity $J^2=K^2-\tfrac14$

Expanding the square of $J$ needs only $\sigma_i^2=1$ and $L_i\sigma_i=\sigma_iL_i$:

$$J^2=\sum_i\left(L_i^2+\sigma_iL_i+\tfrac14\sigma_i^2\right)=L^2+\sigma\cdot L+\tfrac34.$$

The commutation relations of $L$ play no part, and the theorem accordingly does not assume them.

```lean
/-- The square of the total angular momentum is `J² = L² + σ·L + 3/4`. -/
theorem totalJ_square_expand (L : Fin 3 → A) :
    square (totalJ L) = square (orbital L) + spinOrbit L + (3 / 4 : ℂ) • 1 := by
  simp only [square, spinOrbit, totalJ, Fin.sum_univ_three, mul_add, add_mul,
    smul_mul_assoc, mul_smul_comm, pauli_sq, orbital_pauli]
  module
```

They enter when $L^2=K(K-1)$ is inserted together with $\sigma\cdot L=K-1$:

$$J^2=K^2-K+K-1+\tfrac34=K^2-\tfrac14.$$

```lean
/-- For an angular momentum `L`, the total angular momentum obeys `J² = K² - 1/4`. -/
theorem totalJ_square {L : Fin 3 → A} (h : IsAngularMomentum L) :
    square (totalJ L) = opK L * opK L - (1 / 4 : ℂ) • 1 := by
  have hs : spinOrbit L = opK L - 1 := by rw [opK, add_sub_cancel_right]
  rw [totalJ_square_expand, ← opK_mul_sub_one h, hs, mul_sub, mul_one]
  module
```

## $K$ commutes with $J$

The expansion of $J^2$ can also be solved for $K$, which gives $K=J^2-L^2+\tfrac14$. Here $J^2$ commutes with $J_i$ because $J$ is an angular momentum, and $L^2$ commutes with both $L_i$ and $\sigma_i$, hence with $J_i$. So $[K,J_i]=0$ for every $i$, and rotations generated by $J$ leave the eigenspaces of $K$ invariant.

```lean
/-- For an angular momentum `L`, the operator `K` commutes with every component of `J`. -/
theorem opK_commute_totalJ {L : Fin 3 → A} (h : IsAngularMomentum L) (i : Fin 3) :
    Commute (opK L) (totalJ L i) := by
  have e : opK L = square (totalJ L) - square (orbital L) + (1 / 4 : ℂ) • 1 := by
    rw [totalJ_square_expand, opK]; module
  have hσ : Commute (square (orbital L)) (pauli A i) := by
    have c (k : Fin 3) : Commute (orbital L k) (pauli A i) := orbital_pauli L k i
    rw [square, Fin.sum_univ_three]
    exact (((c 0).mul_left (c 0)).add_left ((c 1).mul_left (c 1))).add_left
      ((c 2).mul_left (c 2))
  have hL : Commute (square (orbital L)) (totalJ L i) :=
    (square_commute (orbital_isAngularMomentum h) i).add_right (hσ.smul_right _)
  rw [e]
  exact ((square_commute (totalJ_isAngularMomentum h) i).sub_left hL).add_left
    ((Commute.one_left _).smul_left _)
```

## From $\kappa$ to $j$

Spinors are elements of a complex vector space $W$ on which the $2\times2$ matrices over $A$ act. The condition `IsScalarTower` says that $(cM)\psi=c(M\psi)$ for a complex number $c$ and a matrix $M$, so the two ways of multiplying by a number agree. Applied to a spinor, the last identity for $J^2$ becomes $J^2\psi=K(K\psi)-\tfrac14\psi$.

```lean
variable {W : Type*} [AddCommGroup W] [Module ℂ W] [Module (Matrix (Fin 2) (Fin 2) A) W]
  [IsScalarTower ℂ (Matrix (Fin 2) (Fin 2) A) W]

private lemma totalJ_square_smul {L : Fin 3 → A} (h : IsAngularMomentum L) (ψ : W) :
    square (totalJ L) • ψ = opK L • opK L • ψ - (1 / 4 : ℂ) • ψ := by
  rw [totalJ_square h, sub_smul, mul_smul, smul_assoc, one_smul]
```

Now let $\psi\neq0$ and $K\psi=-\kappa\psi$ with $\kappa$ real. Then $J^2\psi=(\kappa^2-\tfrac14)\psi$. Because $\psi\ne0$, the equation $J^2\psi=j(j+1)\psi$ holds exactly when the coefficients agree:

$$j(j+1)=\kappa^2-\tfrac14\iff\left(j+\tfrac12\right)^2=|\kappa|^2\iff\left(j+\tfrac12+|\kappa|\right)\left(j+\tfrac12-|\kappa|\right)=0.$$

For real $j\ge0$ the first factor is positive, so $j=|\kappa|-\tfrac12$. The condition $j\ge0$ selects the usual root, since $j$ and $-j-1$ give the same value of $j(j+1)$. Neither $\kappa$ nor $j$ is assumed or shown to be an integer or half-integer.

```lean
/-- Let `L` be an angular momentum and `ψ` a nonzero spinor with `K ψ = -κ ψ`, `κ` real.
For `j ≥ 0`, `J² ψ = j(j+1) ψ` holds exactly when `j = |κ| - 1/2`. -/
theorem total_quantum_number {L : Fin 3 → A} (h : IsAngularMomentum L) {ψ : W} (hψ : ψ ≠ 0)
    {κ j : ℝ} (hj : 0 ≤ j) (hK : opK L • ψ = (-κ : ℂ) • ψ) :
    square (totalJ L) • ψ = ((j * (j + 1) : ℝ) : ℂ) • ψ ↔ j = |κ| - 1 / 2 := by
  have hJ : square (totalJ L) • ψ = ((κ ^ 2 - 1 / 4 : ℝ) : ℂ) • ψ := by
    rw [totalJ_square_smul h, hK, smul_comm (opK L) (-κ : ℂ) ψ, hK]
    push_cast
    module
  rw [hJ, (smul_left_injective ℂ hψ).eq_iff, Complex.ofReal_inj, ← sq_abs κ]
  constructor
  · intro e
    have hpos : j + 1 / 2 + |κ| ≠ 0 := by positivity
    have hz : (j + 1 / 2 + |κ|) * (j + 1 / 2 - |κ|) = 0 := by linear_combination -e
    have := (mul_eq_zero.mp hz).resolve_left hpos
    linarith
  · intro e
    rw [e]; ring
```

## Splitting an eigenvector of $J^2$

In the other direction, $J^2$ fixes only the square of $K$. Let $J^2\psi=j(j+1)\psi$, where $j$ may be complex, and put $k=j+\tfrac12\neq0$. Then

$$K^2\psi=\left(j(j+1)+\tfrac14\right)\psi=k^2\psi.$$

Define

$$\varphi=\tfrac12\left(\psi+\tfrac1kK\psi\right),\qquad\chi=\tfrac12\left(\psi-\tfrac1kK\psi\right).$$

Their sum is $\psi$, and

$$K\varphi=\tfrac12(K\psi+k\psi)=k\varphi,\qquad K\chi=\tfrac12(K\psi-k\psi)=-k\chi.$$

Either part may be zero. For $L=0$, for instance, $K=1$ and $j=\tfrac12$, so $\varphi=\psi$ and $\chi=0$. In the proof, `w` stands for $K(K\psi)$ inside the derivation of `hKK` and for $K\psi$ afterwards. At the end, `match_scalars` reduces each eigenvalue equation to the coefficients of $\psi$ and $K\psi$.

```lean
/-- Let `L` be an angular momentum. A spinor with `J² ψ = j(j+1) ψ`, `j ≠ -1/2`, is a sum of
two parts on which `K` acts as `j + 1/2` and as `-(j + 1/2)`. -/
theorem total_eigenvector_splits {L : Fin 3 → A} (h : IsAngularMomentum L) {ψ : W} {j : ℂ}
    (hj : j + 1 / 2 ≠ 0) (hJ : square (totalJ L) • ψ = (j * (j + 1)) • ψ) :
    ∃ φ χ : W, ψ = φ + χ ∧ opK L • φ = (j + 1 / 2) • φ ∧ opK L • χ = (-(j + 1 / 2)) • χ := by
  have hKK : opK L • opK L • ψ = ((j + 1 / 2) * (j + 1 / 2)) • ψ := by
    have e := totalJ_square_smul h ψ
    rw [hJ] at e
    generalize opK L • opK L • ψ = w at e ⊢
    linear_combination (norm := module) -e
  generalize j + 1 / 2 = k at hj hKK ⊢
  obtain ⟨w, hw⟩ : ∃ w, opK L • ψ = w := ⟨_, rfl⟩
  rw [hw] at hKK
  -- the two parts are the projections `(1 ± K/k)/2` of `ψ`
  refine ⟨(1 / 2 : ℂ) • ψ + (1 / (2 * k)) • w, (1 / 2 : ℂ) • ψ - (1 / (2 * k)) • w,
    by module, ?_, ?_⟩
  · rw [smul_add, smul_comm (opK L) (1 / 2 : ℂ) ψ, smul_comm (opK L) (1 / (2 * k)) w, hw, hKK]
    match_scalars <;> field_simp
  · rw [smul_sub, smul_comm (opK L) (1 / 2 : ℂ) ψ, smul_comm (opK L) (1 / (2 * k)) w, hw, hKK]
    match_scalars <;> field_simp
```

## Spin-one matrices as an example

The matrices $(L_i)_{jk}=-i\,\varepsilon_{ijk}$ give a concrete, nonzero $L$, with $A$ the algebra of complex $3\times3$ matrices.

```lean
/-- The spin-one matrices `(L_i)_jk = -i ε_ijk`. -/
def spinOne : Fin 3 → Matrix (Fin 3) (Fin 3) ℂ :=
  ![!![0, 0, 0; 0, 0, -I; 0, I, 0], !![0, 0, I; 0, 0, 0; -I, 0, 0],
    !![0, -I, 0; I, 0, 0; 0, 0, 0]]
```

On a vector $v$ they act as $L_iv=i\,e_i\times v$, where $e_i$ are the Cartesian unit vectors. The Jacobi identity for the cross product then gives

$$[L_i,L_j]v=-(e_i\times e_j)\times v=-\varepsilon_{ijk}\,e_k\times v=i\,\varepsilon_{ijk}L_kv.$$

The code verifies the same relations by comparing all matrix entries.

```lean
/-- The spin-one matrices satisfy the angular momentum commutation relations. -/
theorem spinOne_witness : IsAngularMomentum spinOne := by
  constructor <;> ext a b <;> fin_cases a <;> fin_cases b <;>
    simp [spinOne]

end

end SpinorHarmonics
```

```lean
#print axioms SpinorHarmonics.totalJ_isAngularMomentum
#print axioms SpinorHarmonics.opK_commute_totalJ
#print axioms SpinorHarmonics.total_quantum_number
#print axioms SpinorHarmonics.total_eigenvector_splits
```

```
'SpinorHarmonics.totalJ_isAngularMomentum' depends on axioms: [propext, Classical.choice, Quot.sound]
'SpinorHarmonics.opK_commute_totalJ' depends on axioms: [propext, Classical.choice, Quot.sound]
'SpinorHarmonics.total_quantum_number' depends on axioms: [propext, Classical.choice, Quot.sound]
'SpinorHarmonics.total_eigenvector_splits' depends on axioms: [propext, Classical.choice, Quot.sound]
```
